# Eigenvectors of a complex symmetric two-level Hamiltonian become self-orthogonal at its exceptional point

**Q:** How can a nonzero eigenvector be orthogonal to itself?

**A:** Take
$$H=\begin{pmatrix}1&i\\ i&-1\end{pmatrix},\qquad v=\begin{pmatrix}1\\ i\end{pmatrix}.$$
Then $Hv=(1+i^2,\;i-i)^T=0$, so $v$ is an eigenvector with eigenvalue $0$. Its ordinary squared norm is $\|v\|^2=2$, but without complex conjugation $v^Tv=1+i^2=0$. To see how this point is approached, replace the diagonal entries by $\pm(1+e)$ with $e$ real.

```lean
import Mathlib

open Matrix Complex Filter Topology

namespace ExceptionalPoint

noncomputable section

/-- The complex symmetric two-level Hamiltonian with diagonal entries `±(1 + e)` and
imaginary coupling `i`. -/
def hamiltonian (e : ℝ) : Matrix (Fin 2) (Fin 2) ℂ :=
  !![1 + (e : ℂ), I; I, -(1 + (e : ℂ))]
```

**Q:** What physical system is that?

**A:** Two levels with a dissipative coupling: both off-diagonal entries are $i$, whereas a Hermitian matrix with an imaginary coupling would have $i$ and $-i$. Energies are in units of the coupling strength, and $1+e$ is half the level splitting before coupling. A common energy or decay term adds a multiple of the identity, which shifts both eigenvalues and leaves the eigenvectors alone, so it is omitted. The matrix as written is therefore not a purely lossy system: it makes the norm of some states, such as $(1,1)^T$, grow at first. Adding $-i\gamma$ to both diagonal entries, with $\gamma\ge1$ in these units, gives a system with loss only. The parameter $e$ measures the distance from the exceptional point, where the two eigenvectors merge.

The other two definitions are the level $L=\sqrt{2e+e^2}$ and the self-overlap $|v^Tv|/\|v\|^2$.

```lean
/-- The level `L = sqrt (2e + e²)`, for `e ≥ 0`. -/
def level (e : ℝ) : ℝ := Real.sqrt (2 * e + e ^ 2)

/-- The self-overlap `|vᵀv| / ‖v‖²` of a nonzero vector, with no complex conjugation in the
numerator. -/
def selfOverlap (v : Fin 2 → ℂ) : ℝ := ‖v ⬝ᵥ v‖ / ∑ i, ‖v i‖ ^ 2
```

**Q:** Does Lean's dot product conjugate one factor? That would make the ratio trivially 1.

**A:** No. `v ⬝ᵥ v` is $v_0^2+v_1^2$, and the denominator is $|v_0|^2+|v_1|^2$. The ratio is unchanged when $v$ is multiplied by a nonzero complex number, so no normalisation is needed.

**Q:** Then derive the spectrum.

**A:** In components, $Hv=\mu v$ reads
$$(1+e)v_0+iv_1=\mu v_0,\qquad iv_0-(1+e)v_1=\mu v_1.$$

```lean
/-- The eigenvalue equation `H v = μ v` written out in its two components. -/
theorem eigen_iff_components (e : ℝ) (μ : ℂ) (v : Fin 2 → ℂ) :
    hamiltonian e *ᵥ v = μ • v ↔
      (1 + (e : ℂ)) * v 0 + I * v 1 = μ * v 0 ∧
      I * v 0 - (1 + (e : ℂ)) * v 1 = μ * v 1 := by
  have h0 : (hamiltonian e *ᵥ v) 0 = (1 + (e : ℂ)) * v 0 + I * v 1 := by
    simp [hamiltonian, Matrix.mulVec, dotProduct, Fin.sum_univ_two]
  have h1 : (hamiltonian e *ᵥ v) 1 = I * v 0 - (1 + (e : ℂ)) * v 1 := by
    simp [hamiltonian, Matrix.mulVec, dotProduct, Fin.sum_univ_two]
    ring
  constructor
  · intro h
    exact ⟨h0.symm.trans (congrFun h 0), h1.symm.trans (congrFun h 1)⟩
  · rintro ⟨a, b⟩
    exact funext (Fin.forall_fin_two.2 ⟨h0.trans a, h1.trans b⟩)
```

Multiplying the first equation by $-i$ gives $v_1=i(1+e-\mu)v_0$. If $v_0$ were zero, $v_1$ would be too, so an eigenvector has $v_0\neq0$. The second equation becomes
$$iv_0=(1+e+\mu)v_1=i\big[(1+e)^2-\mu^2\big]v_0.$$
Cancelling $iv_0$ leaves $\mu^2=(1+e)^2-1=2e+e^2$.

```lean
/-- An eigenvector for `μ` has a nonzero first component and is proportional to
`(1, i(1 + e - μ))`, and its eigenvalue satisfies `μ² = 2e + e²`. -/
theorem eigenvector_form {e : ℝ} {μ : ℂ} {v : Fin 2 → ℂ} (hv : v ≠ 0)
    (h : hamiltonian e *ᵥ v = μ • v) :
    v 0 ≠ 0 ∧ v 1 = I * (1 + (e : ℂ) - μ) * v 0 ∧ μ ^ 2 = 2 * (e : ℂ) + (e : ℂ) ^ 2 := by
  obtain ⟨h0, h1⟩ := (eigen_iff_components e μ v).1 h
  have hv1 : v 1 = I * (1 + (e : ℂ) - μ) * v 0 := by
    linear_combination (-I) * h0 + v 1 * I_sq
  have hv0 : v 0 ≠ 0 := by
    intro hz
    have hz1 : v 1 = 0 := by rw [hv1, hz, mul_zero]
    exact hv (funext (Fin.forall_fin_two.2 ⟨hz, hz1⟩))
  refine ⟨hv0, hv1, mul_left_cancel₀ (mul_ne_zero I_ne_zero hv0) ?_⟩
  -- eliminate the second component
  linear_combination h1 + (1 + (e : ℂ) + μ) * hv1
```

The proof follows the same route: `linear_combination` checks each elimination, and `mul_left_cancel₀` cancels $iv_0$.

**Q:** That only restricts $\mu$. Do both roots occur?

**A:** Yes. For $e\ge0$, $\mu^2=L^2$ factors as $(\mu-L)(\mu+L)=0$, so $\mu=\pm L$. Conversely, for either root the vector $(1,\;i(1+e-\mu))$ satisfies both component equations. The theorem defines an eigenvalue as a number with a nonzero eigenvector, and its "if and only if" covers both directions.

```lean
/-- For `e ≥ 0` the eigenvalues of the Hamiltonian are exactly `L` and `-L`. -/
theorem eigenvalue_iff {e : ℝ} (he : 0 ≤ e) (μ : ℂ) :
    (∃ v : Fin 2 → ℂ, v ≠ 0 ∧ hamiltonian e *ᵥ v = μ • v) ↔
      μ = (level e : ℂ) ∨ μ = -(level e : ℂ) := by
  have hL : level e ^ 2 = 2 * e + e ^ 2 := Real.sq_sqrt (by positivity)
  have hLC : (level e : ℂ) ^ 2 = 2 * (e : ℂ) + (e : ℂ) ^ 2 := by exact_mod_cast hL
  constructor
  · rintro ⟨v, hv, h⟩
    obtain ⟨-, -, hμ⟩ := eigenvector_form hv h
    have hprod : (μ - level e) * (μ + level e) = 0 := by
      linear_combination hμ - hLC
    rcases mul_eq_zero.1 hprod with h | h
    · exact Or.inl (sub_eq_zero.1 h)
    · exact Or.inr (eq_neg_of_add_eq_zero_left h)
  · intro h
    have hμ : μ ^ 2 = 2 * (e : ℂ) + (e : ℂ) ^ 2 := by
      rcases h with h | h
      · rw [h, hLC]
      · rw [h, neg_sq, hLC]
    refine ⟨![1, I * (1 + (e : ℂ) - μ)], fun hz => one_ne_zero (congrFun hz 0), ?_⟩
    rw [eigen_iff_components]
    simp only [Matrix.cons_val_zero, Matrix.cons_val_one]
    constructor
    · linear_combination (1 + (e : ℂ) - μ) * I_sq
    · linear_combination I * hμ
```

**Q:** Why insist on $e\ge0$? The matrix is fine for negative $e$.

**A:** The matrix is, but the formula fails for $-2<e<0$, where $2e+e^2$ is negative. At $e=-1$, for example, the diagonal vanishes, and $H(1,1)^T=i(1,1)^T$. The eigenvalues are $\pm i$, whereas Lean's real square root of $-1$ is $0$, so `level (-1)` is $0$ and the statement is false.

**Q:** Now the self-overlap. Does it depend on which eigenvector I pick?

**A:** No. For $e\ge0$ write $a=1+e$ and $\mu=s$, which is real with $|s|=L$ and $s^2=a^2-1$. Since $v_1=i(a-s)v_0$,
$$v^Tv=\big[1-(a-s)^2\big]v_0^2=(2as-2s^2)v_0^2=2s(a-s)v_0^2,$$
$$\|v\|^2=\big[1+(a-s)^2\big]|v_0|^2=(2a^2-2as)|v_0|^2=2a(a-s)|v_0|^2.$$
Because $|s|=\sqrt{a^2-1}<a$, the factor $a-s$ is positive and cancels:
$$\frac{|v^Tv|}{\|v\|^2}=\frac{|s|}{a}=\frac{L}{1+e}.$$

```lean
/-- For `e ≥ 0` every eigenvector, whichever its eigenvalue, has self-overlap
`|vᵀv| / ‖v‖² = L / (1 + e)`. -/
theorem selfOverlap_eigenvector {e : ℝ} (he : 0 ≤ e) {μ : ℂ} {v : Fin 2 → ℂ}
    (hv : v ≠ 0) (h : hamiltonian e *ᵥ v = μ • v) :
    selfOverlap v = level e / (1 + e) := by
  have hL : level e ^ 2 = 2 * e + e ^ 2 := Real.sq_sqrt (by positivity)
  have hL0 : 0 ≤ level e := Real.sqrt_nonneg _
  -- the eigenvalue is a real number `s` with `|s| = L`
  obtain ⟨s, rfl, hs, habs⟩ :
      ∃ s : ℝ, μ = (s : ℂ) ∧ s ^ 2 = 2 * e + e ^ 2 ∧ |s| = level e := by
    rcases (eigenvalue_iff he μ).1 ⟨v, hv, h⟩ with h | h
    · exact ⟨level e, h, hL, abs_of_nonneg hL0⟩
    · exact ⟨-level e, by rw [h, ofReal_neg], by rw [neg_sq, hL],
        by rw [abs_neg, abs_of_nonneg hL0]⟩
  obtain ⟨hv0, hv1, hsC⟩ := eigenvector_form hv h
  have ha : 0 < 1 + e := by linarith
  have hpos : 0 < 1 + e - s := by
    by_contra hn
    have hn' : 0 ≤ s - (1 + e) := by linarith [not_lt.1 hn]
    nlinarith [mul_nonneg hn' ha.le, sq_nonneg (s - (1 + e))]
  have hN : 0 < ‖v 0‖ := norm_pos_iff.2 hv0
  -- numerator and denominator share the factor `2 (1 + e - s) |v₀|²`
  have hdot : v ⬝ᵥ v = ((2 * s * (1 + e - s) : ℝ) : ℂ) * v 0 ^ 2 := by
    simp only [dotProduct, Fin.sum_univ_two, hv1]
    push_cast
    linear_combination (1 + (e : ℂ) - s) ^ 2 * v 0 ^ 2 * I_sq + v 0 ^ 2 * hsC
  have hnum : ‖v ⬝ᵥ v‖ = 2 * |s| * (1 + e - s) * ‖v 0‖ ^ 2 := by
    rw [hdot, norm_mul, Complex.norm_real, norm_pow, Real.norm_eq_abs, abs_mul, abs_mul,
      abs_of_pos hpos, abs_two]
  have hv1' : v 1 = I * ((1 + e - s : ℝ) : ℂ) * v 0 := by
    push_cast
    exact hv1
  have hn1 : ‖v 1‖ = (1 + e - s) * ‖v 0‖ := by
    rw [hv1', norm_mul, norm_mul, Complex.norm_I, Complex.norm_real, Real.norm_eq_abs,
      abs_of_pos hpos, one_mul]
  have hden : ∑ i, ‖v i‖ ^ 2 = 2 * (1 + e) * (1 + e - s) * ‖v 0‖ ^ 2 := by
    rw [Fin.sum_univ_two, hn1]
    linear_combination ‖v 0‖ ^ 2 * hs
  have hD : 2 * (1 + e) * (1 + e - s) * ‖v 0‖ ^ 2 ≠ 0 :=
    (mul_pos (mul_pos (mul_pos two_pos ha) hpos) (pow_pos hN 2)).ne'
  rw [selfOverlap, hnum, hden, habs, div_eq_div_iff hD ha.ne']
  ring
```

In the proof, `hpos` is the positivity of $a-s$, `hdot` and `hnum` give the numerator, and `hden` gives the denominator. The final lines compare the two fractions by cross-multiplication.

**Q:** And the square-root behaviour near the exceptional point?

**A:** For $e>0$, $2e+e^2=2e(1+e/2)$, so
$$\frac{L}{\sqrt{2e}}=\sqrt{1+\frac e2}\longrightarrow1.$$
Lean proves the limit of the right-hand side by continuity and transfers it with `congr'`, since the two sides agree for every $e>0$. The filter `𝓝[>] 0` means that $e$ approaches zero from above.

```lean
/-- The level follows a square-root law: `L / sqrt (2e)` tends to `1` as `e` tends to `0`
from above. -/
theorem level_sqrt_law :
    Tendsto (fun e : ℝ => level e / Real.sqrt (2 * e)) (𝓝[>] 0) (𝓝 1) := by
  have hc : Continuous fun e : ℝ => Real.sqrt (1 + e / 2) := by fun_prop
  have h : Tendsto (fun e : ℝ => Real.sqrt (1 + e / 2)) (𝓝[>] 0)
      (𝓝 (Real.sqrt (1 + 0 / 2))) := (hc.tendsto 0).mono_left nhdsWithin_le_nhds
  rw [zero_div, add_zero, Real.sqrt_one] at h
  refine h.congr' ?_
  filter_upwards [self_mem_nhdsWithin] with e he
  have he' : 0 < 2 * e := mul_pos two_pos he
  -- factor `2e + e² = 2e (1 + e/2)`
  rw [level, show 2 * e + e ^ 2 = 2 * e * (1 + e / 2) by ring, Real.sqrt_mul he'.le,
    mul_div_cancel_left₀ _ (Real.sqrt_pos.2 he').ne']
```

**Q:** An eigensolver returns eigenvectors with arbitrary phases, and perhaps in a different order at each $e$. Does the limit survive that?

**A:** It does. The next theorem takes any choice of eigenpair `μ e`, `v e` for each $e>0$. The choice need not be continuous and may jump between the two levels. Each self-overlap equals $L/(1+e)$, so it tends to $0/1=0$. Divided by $\sqrt{2e}$, it is $(L/\sqrt{2e})/(1+e)$, which tends to $1$.

```lean
/-- Along any family of eigenvectors for `e > 0`, the self-overlap tends to `0` as `e` tends
to `0` from above, and its ratio to `sqrt (2e)` tends to `1`. -/
theorem selfOverlap_limit (μ : ℝ → ℂ) (v : ℝ → Fin 2 → ℂ)
    (hv : ∀ e, 0 < e → v e ≠ 0 ∧ hamiltonian e *ᵥ v e = μ e • v e) :
    Tendsto (fun e => selfOverlap (v e)) (𝓝[>] 0) (𝓝 0) ∧
    Tendsto (fun e => selfOverlap (v e) / Real.sqrt (2 * e)) (𝓝[>] 0) (𝓝 1) := by
  have h1 : Tendsto (fun e : ℝ => 1 + e) (𝓝[>] 0) (𝓝 1) := by
    have hc : Continuous fun e : ℝ => 1 + e := by fun_prop
    have h : Tendsto (fun e : ℝ => 1 + e) (𝓝[>] 0) (𝓝 (1 + 0)) :=
      (hc.tendsto 0).mono_left nhdsWithin_le_nhds
    rwa [add_zero] at h
  have hL : Tendsto level (𝓝[>] 0) (𝓝 0) := by
    have hc : Continuous level := by unfold level; fun_prop
    have h : Tendsto level (𝓝[>] 0) (𝓝 (level 0)) :=
      (hc.tendsto 0).mono_left nhdsWithin_le_nhds
    have h0 : level 0 = 0 := by simp [level]
    rwa [h0] at h
  constructor
  · have h := hL.div h1 one_ne_zero
    rw [zero_div] at h
    refine h.congr' ?_
    filter_upwards [self_mem_nhdsWithin] with e he
    exact (selfOverlap_eigenvector (le_of_lt he) (hv e he).1 (hv e he).2).symm
  · have h := level_sqrt_law.div h1 one_ne_zero
    rw [div_one] at h
    refine h.congr' ?_
    filter_upwards [self_mem_nhdsWithin] with e he
    rw [selfOverlap_eigenvector (le_of_lt he) (hv e he).1 (hv e he).2]
    exact div_right_comm _ _ _
```

**Q:** Does the formal statement also show that the eigenvectors merge, or only that the eigenvalues do?

**A:** It shows both. At $e=0$ the equation $\mu^2=0$ forces $\mu=0$, and then $v_1=iv_0$. Conversely, every nonzero vector of that form satisfies the component equations. All eigenvectors therefore lie on one complex line, and they cannot form a basis of the two-dimensional space.

```lean
/-- At `e = 0` a nonzero vector is an eigenvector for `μ` exactly when `μ = 0` and the vector
is a multiple of `(1, i)`. -/
theorem coalescence {μ : ℂ} {v : Fin 2 → ℂ} (hv : v ≠ 0) :
    hamiltonian 0 *ᵥ v = μ • v ↔ μ = 0 ∧ v 1 = I * v 0 := by
  constructor
  · intro h
    obtain ⟨-, hv1, hμ⟩ := eigenvector_form hv h
    have hz : μ = 0 := by simpa using hμ
    refine ⟨hz, ?_⟩
    rw [hv1, hz, ofReal_zero]
    ring
  · rintro ⟨rfl, h⟩
    rw [eigen_iff_components, h, ofReal_zero]
    constructor
    · linear_combination v 0 * I_sq
    · ring

end

end ExceptionalPoint
```

```lean
#print axioms ExceptionalPoint.selfOverlap_eigenvector
-- 'ExceptionalPoint.selfOverlap_eigenvector' depends on axioms: [propext, Classical.choice, Quot.sound]
#print axioms ExceptionalPoint.selfOverlap_limit
-- 'ExceptionalPoint.selfOverlap_limit' depends on axioms: [propext, Classical.choice, Quot.sound]
#print axioms ExceptionalPoint.coalescence
-- 'ExceptionalPoint.coalescence' depends on axioms: [propext, Classical.choice, Quot.sound]
```

**Q:** Where would I meet this in a calculation?

**A:** Resonance calculations with complex scaling or a complex absorbing potential can lead to complex symmetric matrices, whose eigenvectors are often normalised by $v^Tv=1$; this two-level, one-parameter model shows how that normalisation degrades. In NumPy, for a one-dimensional array, `v @ v` is the unconjugated product and `np.vdot(v, v)` the squared norm. Rescaling a unit vector to $v^Tv=1$ divides it by a square root of $v^Tv$. At $e=5\times10^{-5}$ the self-overlap is about $0.01$, so the rescaled vector has norm about $10$. At $e=0$ the rescaling is impossible. A small ratio of the two products is a useful warning before dividing.

**Q:** So may I quote the law $\sqrt{2e}$ for any exceptional point?

**A:** Not from these theorems. They concern this one family of $2\times2$ matrices, approached from $e>0$. Larger matrices, other parameter paths and exceptional points where more than two levels merge need their own analysis.
